# A lossy mode with photon gain rate a(n+1) and loss rate bn has a stationary distribution exactly when a < b

Suppose that a cavity mode with \(n\) photons gains one at the rate \(a(n+1)\) and loses one at the rate \(bn\), with constants \(a\ge 0\) and \(b>0\). Before a steady-state mean photon number is put into a calculation, one should know that a stationary photon-number distribution exists and that it is the only one. In this model both hold exactly when \(a<b\). The mean is then \(a/(b-a)\), and the distribution is the geometric law

\[
p_n=\left(1-\frac ab\right)\left(\frac ab\right)^n .
\]

Here \(p_n\) is the probability of finding \(n\) photons. The constant \(a\) measures emission into the mode by excited atoms, and \(b\) measures absorption and leakage out of it. The letter \(a\) is a rate throughout, not the annihilation operator.

## Rates and the master equation

```lean
import Mathlib

noncomputable section

namespace PhotonBirthDeath
```

The names defined below belong to the namespace `PhotonBirthDeath`. Photon numbers have type `ℕ`, the naturals starting at 0, and rates and probabilities have type `ℝ`. A candidate distribution is therefore a function `p : ℕ → ℝ`, and `p n` is \(p_n\).

```lean
/-- Rate at which a mode with `n` photons gains one: stimulated plus spontaneous emission. -/
def gain (a : ℝ) (n : ℕ) : ℝ := a * (n + 1)
```

The gain rate is \(a(n+1)\). The part \(an\) is stimulated emission, and the remaining \(a\) is spontaneous emission, which acts even on the vacuum.

```lean
/-- Rate at which a mode with `n` photons loses one. -/
def loss (b : ℝ) (n : ℕ) : ℝ := b * n
```

The loss rate is \(bn\), which is zero for the vacuum.

```lean
/-- Right-hand side of the master equation: the rate of change of the probability of
finding `n` photons. The vacuum has no level below it. -/
def masterRate (a b : ℝ) (p : ℕ → ℝ) : ℕ → ℝ
  | 0 => loss b 1 * p 1 - gain a 0 * p 0
  | n + 1 => gain a n * p n + loss b (n + 2) * p (n + 2)
      - (gain a (n + 1) + loss b (n + 1)) * p (n + 1)
```

The definition has two cases, one for the vacuum and one for every level \(n+1\):

\[
\dot p_0=b\,p_1-a\,p_0,
\]
\[
\dot p_{n+1}=a(n+1)p_n+b(n+2)p_{n+2}-\bigl[a(n+2)+b(n+1)\bigr]p_{n+1}.
\]

Lean holds only the right-hand sides; no time variable appears. For a single mode with linear gain and damping, these are the equations for the diagonal elements of the density matrix in the number basis, and coherences between number states are left out. The step from here to a real cavity is the assumption that the populations obey this closed equation with constant \(a\) and \(b\), so that the gain does not saturate.

```lean
/-- Net probability flux from `n` to `n + 1` photons. -/
def flux (a b : ℝ) (p : ℕ → ℝ) (n : ℕ) : ℝ :=
  gain a n * p n - loss b (n + 1) * p (n + 1)
```

This is the net probability flux through the link between \(n\) and \(n+1\) photons:

\[
J_n=a(n+1)p_n-b(n+1)p_{n+1}.
\]

It is a current of probability along the ladder of levels, not a stream of photons through space.

```lean
/-- A stationary probability distribution of the photon number. -/
structure IsStationaryDistribution (a b : ℝ) (p : ℕ → ℝ) : Prop where
  nonneg : ∀ n, 0 ≤ p n
  total : HasSum p 1
  stationary : ∀ n, masterRate a b p n = 0
```

A stationary distribution has three properties: every \(p_n\) is nonnegative, the \(p_n\) sum to one, and every \(\dot p_n\) vanishes. `HasSum p 1` says that the infinite series converges and that its value is 1. Detailed balance, \(J_n=0\), is not among the requirements; it will be derived.

```lean
/-- The geometric photon-number law `(1 - a/b) (a/b)^n`, for `b ≠ 0`. -/
def photonLaw (a b : ℝ) (n : ℕ) : ℝ := (1 - a / b) * (a / b) ^ n
```

This names the geometric law given at the start.

## Stationarity makes every flux vanish

```lean
/-- The vacuum probability changes only by the flux to the one-photon level. -/
theorem masterRate_zero (a b : ℝ) (p : ℕ → ℝ) :
    masterRate a b p 0 = -flux a b p 0 := by
  change loss b 1 * p 1 - gain a 0 * p 0 = -(gain a 0 * p 0 - loss b 1 * p 1)
  ring
```

The vacuum has a single link, so \(\dot p_0=-(a\,p_0-b\,p_1)=-J_0\). In the proof, `change` writes out the definitions and `ring` checks the algebra.

```lean
/-- The probability of an excited level changes by the flux entering from below minus
the flux leaving upwards. -/
theorem masterRate_succ (a b : ℝ) (p : ℕ → ℝ) (n : ℕ) :
    masterRate a b p (n + 1) = flux a b p n - flux a b p (n + 1) := by
  change gain a n * p n + loss b (n + 2) * p (n + 2)
      - (gain a (n + 1) + loss b (n + 1)) * p (n + 1)
    = (gain a n * p n - loss b (n + 1) * p (n + 1))
      - (gain a (n + 1) * p (n + 1) - loss b (n + 2) * p (n + 2))
  ring
```

An excited level has two links. Grouping the four terms of \(\dot p_{n+1}\) by link gives

\[
\dot p_{n+1}=\bigl[a(n+1)p_n-b(n+1)p_{n+1}\bigr]-\bigl[a(n+2)p_{n+1}-b(n+2)p_{n+2}\bigr]=J_n-J_{n+1}.
\]

The proof has the same two steps as before.

```lean
/-- The master equation is stationary exactly when every probability flux vanishes. -/
theorem stationary_iff_flux_eq_zero (a b : ℝ) (p : ℕ → ℝ) :
    (∀ n, masterRate a b p n = 0) ↔ ∀ n, flux a b p n = 0 := by
  constructor
  · intro h n
    -- climb the ladder from the vacuum
    induction n with
    | zero =>
      have h0 := h 0
      rw [masterRate_zero] at h0
      linarith
    | succ k ih =>
      have hk := h (k + 1)
      rw [masterRate_succ, ih] at hk
      linarith
  · intro h n
    cases n with
    | zero => rw [masterRate_zero, h 0, neg_zero]
    | succ k => rw [masterRate_succ, h k, h (k + 1), sub_zero]
```

The theorem says that all \(\dot p_n\) vanish if and only if all \(J_n\) vanish. It holds for any real \(a\), \(b\) and any function \(p\), normalised or not.

By hand, suppose every \(\dot p_n=0\). The vacuum equation gives \(J_0=0\). If \(J_k=0\), then \(0=\dot p_{k+1}=J_k-J_{k+1}\) gives \(J_{k+1}=0\). Induction covers every link. Conversely, if all fluxes vanish, so do their differences.

In Lean, `constructor` splits the equivalence into its two directions. The `induction` has a case `zero` for the vacuum and a case `succ k` for the step upwards, where `ih` is the induction hypothesis \(J_k=0\).

## The geometric law and the threshold

```lean
/-- If every flux vanishes and `b ≠ 0`, each further photon multiplies the probability
by `a/b`. -/
theorem geometric_of_flux_eq_zero {a b : ℝ} {p : ℕ → ℝ} (hb : b ≠ 0)
    (h : ∀ n, flux a b p n = 0) (n : ℕ) : p n = (a / b) ^ n * p 0 := by
  induction n with
  | zero => simp
  | succ k ih =>
    have hk : (k : ℝ) + 1 ≠ 0 := by positivity
    have hf := h k
    simp only [flux, gain, loss] at hf
    push_cast at hf
    -- the common factor `k + 1` drops out of the balance
    have e : b * p (k + 1) = a * p k :=
      mul_left_cancel₀ hk (by linear_combination -hf)
    have step : p (k + 1) = a / b * p k := by
      rw [div_mul_eq_mul_div, eq_div_iff hb]
      linear_combination e
    rw [step, ih, pow_succ]
    ring
```

Zero flux on the link above level \(k\) reads

\[
(k+1)\,(a\,p_k-b\,p_{k+1})=0 .
\]

Since \(k+1\neq 0\), we may cancel it and find \(b\,p_{k+1}=a\,p_k\), which is the line `e`. Dividing by \(b\neq0\) gives \(p_{k+1}=(a/b)\,p_k\), which is the line `step`. Starting from \(p_0\) and repeating this \(n\) times yields \(p_n=(a/b)^n p_0\).

```lean
/-- For `a ≥ 0` and `b > 0`, a function of the photon number is a stationary probability
distribution exactly when `a < b` and it is the geometric law `(1 - a/b) (a/b)^n`. -/
theorem isStationaryDistribution_iff {a b : ℝ} (ha : 0 ≤ a) (hb : 0 < b) (p : ℕ → ℝ) :
    IsStationaryDistribution a b p ↔ a < b ∧ p = photonLaw a b := by
  constructor
  · intro hp
    have hg := geometric_of_flux_eq_zero hb.ne'
      ((stationary_iff_flux_eq_zero a b p).1 hp.stationary)
    have hab : a < b := by
      by_contra hn
      -- without net loss the probabilities never fall below that of the vacuum
      have hr : 1 ≤ a / b := (one_le_div hb).2 (not_lt.1 hn)
      have hle : ∀ n, p 0 ≤ p n := by
        intro n
        rw [hg n]
        exact le_mul_of_one_le_left (hp.nonneg 0) (one_le_pow₀ hr)
      have h0 : p 0 = 0 := le_antisymm
        (ge_of_tendsto' hp.total.summable.tendsto_atTop_zero hle) (hp.nonneg 0)
      have hz : p = fun _ => 0 := funext fun n => by rw [hg n, h0, mul_zero]
      have ht := hp.total
      rw [hz] at ht
      exact zero_ne_one (hasSum_zero.unique ht)
    refine ⟨hab, ?_⟩
    -- normalisation fixes the vacuum probability
    have h1 : a / b < 1 := (div_lt_one hb).2 hab
    have hne : 1 - a / b ≠ 0 := (sub_pos.2 h1).ne'
    have hs : HasSum p ((1 - a / b)⁻¹ * p 0) := by
      simpa only [← hg] using
        (hasSum_geometric_of_lt_one (div_nonneg ha hb.le) h1).mul_right (p 0)
    have hu := hs.unique hp.total
    have hp0 : p 0 = 1 - a / b := by
      calc p 0 = (1 - a / b) * ((1 - a / b)⁻¹ * p 0) := by
            rw [mul_inv_cancel_left₀ hne]
        _ = 1 - a / b := by rw [hu, mul_one]
    funext n
    rw [hg n, hp0]
    unfold photonLaw
    ring
  · rintro ⟨hab, rfl⟩
    have h0 : 0 ≤ a / b := div_nonneg ha hb.le
    have h1 : a / b < 1 := (div_lt_one hb).2 hab
    refine ⟨fun n => mul_nonneg (sub_pos.2 h1).le (pow_nonneg h0 n), ?_, ?_⟩
    · have hs := (hasSum_geometric_of_lt_one h0 h1).mul_left (1 - a / b)
      rw [mul_inv_cancel₀ (sub_pos.2 h1).ne'] at hs
      exact hs
    · refine (stationary_iff_flux_eq_zero a b _).2 fun n => ?_
      have hr : b * (a / b) = a := mul_div_cancel₀ a hb.ne'
      simp only [flux, gain, loss, photonLaw, pow_succ]
      push_cast
      generalize a / b = r at hr ⊢
      linear_combination (-((n : ℝ) + 1) * (1 - r) * r ^ n) * hr
```

This is the central statement: for \(a\ge0\) and \(b>0\), a function \(p\) is a stationary distribution if and only if \(a<b\) and \(p\) is the geometric law. Uniqueness is contained in the equality `p = photonLaw a b`.

Write \(r=a/b\), and let \(p\) be a stationary distribution. The two preceding theorems give \(p_n=r^n p_0\), called `hg` in the proof.

**The threshold.** Suppose \(a\ge b\). Then \(r\ge1\), and since \(p_0\ge0\), we have \(p_n\ge p_0\) for all \(n\). The terms of a convergent series tend to zero, so \(p_0\le0\), and hence \(p_0=0\). Every \(p_n\) is then zero and the total is 0, not 1. Lean reaches this contradiction after `by_contra`; `ge_of_tendsto'` carries the bound \(p_0\le p_n\) over to the limit.

**The normalisation.** Now \(0\le r<1\), and the geometric series gives

\[
1=\sum_{n=0}^\infty p_n=p_0\sum_{n=0}^\infty r^n=\frac{p_0}{1-r},
\qquad\text{so}\qquad p_0=1-r .
\]

The line `hu` equates the two values of the sum, because a series has only one.

**The converse.** Let \(a<b\) and \(p_n=(1-r)r^n\). These numbers are nonnegative, and their sum is \((1-r)/(1-r)=1\). The fluxes are

\[
J_n=(n+1)(1-r)r^n\,(a-br)=0,
\]

because \(br=a\). The final `linear_combination` is this factorisation, with `hr` supplying \(br=a\).

At \(a=0\) the law gives \(p_0=1\) and \(p_n=0\) for \(n\ge1\): without gain, the vacuum is the only stationary state.

```lean
/-- For `a ≥ 0` and `b > 0`, a stationary probability distribution exists exactly
when `a < b`. -/
theorem exists_stationary_iff {a b : ℝ} (ha : 0 ≤ a) (hb : 0 < b) :
    (∃ p, IsStationaryDistribution a b p) ↔ a < b :=
  ⟨fun ⟨p, hp⟩ => ((isStationaryDistribution_iff ha hb p).1 hp).1,
    fun hab => ⟨_, (isStationaryDistribution_iff ha hb _).2 ⟨hab, rfl⟩⟩⟩
```

The symbol `∃ p` means "there is a \(p\)". If a stationary distribution exists, the previous theorem gives \(a<b\). If \(a<b\), the geometric law is an example.

## Mean photon number and the Planck occupation

```lean
/-- For `a ≥ 0` and `b > 0`, the mean photon number in a stationary distribution
is `a / (b - a)`. -/
theorem mean_photon_number {a b : ℝ} (ha : 0 ≤ a) (hb : 0 < b) {p : ℕ → ℝ}
    (hp : IsStationaryDistribution a b p) :
    HasSum (fun n : ℕ => (n : ℝ) * p n) (a / (b - a)) := by
  obtain ⟨hab, rfl⟩ := (isStationaryDistribution_iff ha hb p).1 hp
  have hnorm : ‖a / b‖ < 1 := by
    rw [Real.norm_of_nonneg (div_nonneg ha hb.le)]
    exact (div_lt_one hb).2 hab
  have hs := (hasSum_coe_mul_geometric_of_norm_lt_one hnorm).mul_left (1 - a / b)
  have hf : (fun n : ℕ => (n : ℝ) * photonLaw a b n)
      = fun n : ℕ => (1 - a / b) * ((n : ℝ) * (a / b) ^ n) := by
    funext n
    unfold photonLaw
    ring
  have hv : a / (b - a) = (1 - a / b) * (a / b / (1 - a / b) ^ 2) := by
    have hb' : b ≠ 0 := hb.ne'
    have hd : b - a ≠ 0 := (sub_pos.2 hab).ne'
    have e : 1 - a / b = (b - a) / b := by rw [sub_div, div_self hb']
    rw [e]
    field_simp
  rw [hf, hv]
  exact hs
```

For any stationary distribution, the series \(\sum_n n\,p_n\) converges to \(a/(b-a)\). The inequality \(a<b\) is not a separate hypothesis, since it follows from `hp`.

By hand, let \(S=\sum_{n\ge0} n r^n\) with \(0\le r<1\). Subtracting the shifted series gives

\[
S-rS=\sum_{n\ge1}r^n=\frac{r}{1-r},
\qquad\text{so}\qquad S=\frac{r}{(1-r)^2}.
\]

Therefore

\[
\langle n\rangle=(1-r)S=\frac{r}{1-r}=\frac{a}{b-a}.
\]

Lean takes the value of \(S\) from Mathlib, which asks for \(|r|<1\); this is `hnorm`. The line `hf` pulls the factor \(1-r\) out of each term, and `hv` does the algebra of the last display.

```lean
/-- If `b > 0` and the gain and loss constants have the Boltzmann ratio `exp (-x)`, the mean
photon number in a stationary distribution is the Planck occupation `1 / (exp x - 1)`. -/
theorem planck_occupation {b x : ℝ} (hb : 0 < b) {p : ℕ → ℝ}
    (hp : IsStationaryDistribution (b * Real.exp (-x)) b p) :
    HasSum (fun n : ℕ => (n : ℝ) * p n) (1 / (Real.exp x - 1)) := by
  have ha : 0 ≤ b * Real.exp (-x) := by positivity
  have hab := ((isStationaryDistribution_iff ha hb p).1 hp).1
  have hE : Real.exp (-x) * Real.exp x = 1 := by
    rw [← Real.exp_add, neg_add_cancel, Real.exp_zero]
  have h2 : b - b * Real.exp (-x) ≠ 0 := (sub_pos.2 hab).ne'
  have h1 : Real.exp x - 1 ≠ 0 := by
    intro h
    rw [sub_eq_zero.1 h, mul_one] at hE
    rw [hE, mul_one] at hab
    exact lt_irrefl _ hab
  have e : 1 / (Real.exp x - 1) = b * Real.exp (-x) / (b - b * Real.exp (-x)) := by
    rw [div_eq_div_iff h1 h2]
    linear_combination (-b) * hE
  rw [e]
  exact mean_photon_number ha hb hp

end PhotonBirthDeath
```

Here the gain constant is set to \(a=b\,e^{-x}\). For a mode of angular frequency \(\omega\) that exchanges photons only with matter at temperature \(T\), \(x=\hbar\omega/k_BT\), and the ratio \(a/b=e^{-x}\) expresses the thermal equilibrium of that matter. The theorem assumes this ratio and does not derive it. Inserting it into the mean and multiplying numerator and denominator by \(e^x/b\) gives

\[
\langle n\rangle=\frac{b\,e^{-x}}{b-b\,e^{-x}}=\frac{1}{e^x-1}.
\]

The statement does not require \(x>0\), because a stationary distribution exists only if \(b\,e^{-x}<b\), which forces it. In the proof, `h1` and `h2` show that the two denominators are nonzero, and `e` is the equality of the two fractions.

The result concerns the steady state itself. Whether an arbitrary initial distribution relaxes to it, and how fast, is a question about the time-dependent equation that these theorems leave open.

```lean
#print axioms PhotonBirthDeath.isStationaryDistribution_iff
-- 'PhotonBirthDeath.isStationaryDistribution_iff' depends on axioms: [propext, Classical.choice, Quot.sound]
#print axioms PhotonBirthDeath.exists_stationary_iff
-- 'PhotonBirthDeath.exists_stationary_iff' depends on axioms: [propext, Classical.choice, Quot.sound]
#print axioms PhotonBirthDeath.planck_occupation
-- 'PhotonBirthDeath.planck_occupation' depends on axioms: [propext, Classical.choice, Quot.sound]
```
